# Eliminating massless shells with a positive definite force-constant block from the harmonic shell model

In the shell model an ion consists of a core, which carries the mass, and a massless charged shell, which represents the polarizable outer electrons. Let $u$ be the vector of core displacements, $v$ that of shell displacements and $E$ an applied electric field. The force constants, which include the Coulomb forces between the ions, form the block matrix

$$\begin{pmatrix} R & T\\ T^\dagger & S\end{pmatrix},$$

with $R$ for the cores, $S$ for the shells and $T$ for the coupling between them. The matrices $X$ and $Y$ turn the field into forces $XE$ on the cores and $YE$ on the shells. The core mass matrix is $M$, and $w=\omega^2$ is the squared frequency.

All entries are complex, so the blocks can be those of a crystal at a fixed wave vector. The model is harmonic and has finitely many coordinates. The matrix $S$ is assumed to be positive definite: with the cores held at their equilibrium positions and no field, every nonzero shell displacement costs energy.

```lean
import Mathlib

open Matrix
open scoped ComplexOrder

namespace ShellModel

noncomputable section

variable {n m p : Type*} [Fintype n] [Fintype m] [DecidableEq m] [Fintype p]
```

The types `n`, `m` and `p` label the core coordinates, the shell coordinates and the field components. Each may be any finite set. Opening `ComplexOrder` gives a meaning to $a\le b$ for complex numbers: the difference $b-a$ is real and non-negative.

## Force constants, masses and effective quantities

```lean
/-- Force-constant matrix of the shell model: core block `R`, shell block `S`,
core-shell coupling `T`. -/
def shellBlock (R : Matrix n n ℂ) (T : Matrix n m ℂ) (S : Matrix m m ℂ) :
    Matrix (n ⊕ m) (n ⊕ m) ℂ :=
  fromBlocks R T Tᴴ S
```

`Matrix n m ℂ` is the type of complex matrices with rows labelled by `n` and columns by `m`. The sum type `n ⊕ m` lists the core coordinates and then the shell coordinates, and `ᴴ` is the conjugate transpose $\dagger$. The lower left block is the adjoint of the upper right one by construction. In the physical model $R$ is Hermitian too, but the theorems below do not need this.

```lean
/-- Mass matrix of the shell model: the cores carry the mass matrix `M`, the shells are
massless. -/
def coreMass (m : Type*) (M : Matrix n n ℂ) : Matrix (n ⊕ m) (n ⊕ m) ℂ :=
  fromBlocks M 0 0 0
```

This is $\mathrm{diag}(M,0)$. The zero in the shell block says that the shells have no inertia and follow the cores and the field without delay.

```lean
/-- Effective stiffness `R - T S⁻¹ Tᴴ` of the cores, for an invertible shell block `S`. -/
def effStiffness (R : Matrix n n ℂ) (T : Matrix n m ℂ) (S : Matrix m m ℂ) : Matrix n n ℂ :=
  R - T * S⁻¹ * Tᴴ
```

The effective stiffness is $R_{\rm eff}=R-TS^{-1}T^\dagger$. The second term is the softening that occurs because the shells can give way.

```lean
/-- Effective charge `X - T S⁻¹ Y` of the cores, for core charges `X`, shell charges `Y` and
an invertible shell block `S`. -/
def effCharge (T : Matrix n m ℂ) (S : Matrix m m ℂ) (X : Matrix n p ℂ) (Y : Matrix m p ℂ) :
    Matrix n p ℂ :=
  X - T * S⁻¹ * Y
```

The effective charge is $Z=X-TS^{-1}Y$. It adds to the direct force on the cores the force that the field exerts on them through the shells.

```lean
/-- Polarizability `Yᴴ S⁻¹ Y` of the shells at fixed cores, for an invertible shell
block `S`. -/
def polarizability (S : Matrix m m ℂ) (Y : Matrix m p ℂ) : Matrix p p ℂ :=
  Yᴴ * S⁻¹ * Y
```

The polarizability is $\alpha=Y^\dagger S^{-1}Y$. These three definitions only name expressions; the theorems show that they play the roles their names suggest.

## Solving for the shells

```lean
/-- For a positive definite shell block, the force balance of the massless shells in a field
`E` fixes the shell displacements `v` in terms of the core displacements `u` and the field. -/
theorem shell_balance {S : Matrix m m ℂ} (hS : S.PosDef) (T : Matrix n m ℂ)
    (Y : Matrix m p ℂ) (u : n → ℂ) (v : m → ℂ) (E : p → ℂ) :
    Tᴴ *ᵥ u + S *ᵥ v = Y *ᵥ E ↔ v = S⁻¹ *ᵥ (Y *ᵥ E - Tᴴ *ᵥ u) := by
  have hd : IsUnit S.det := isUnit_iff_ne_zero.mpr hS.det_pos.ne'
  constructor
  · intro h
    rw [← h, add_sub_cancel_left, mulVec_mulVec, nonsing_inv_mul _ hd, one_mulVec]
  · intro h
    rw [h, mulVec_mulVec, mul_nonsing_inv _ hd, one_mulVec, add_sub_cancel]
```

In a Lean theorem the data and hypotheses stand before the final colon, the claim after it, and the proof after `:= by`. Here `hS` is the hypothesis that $S$ is positive definite, `*ᵥ` is a matrix acting on a vector, and `↔` means "if and only if". The claim is

$$T^\dagger u+Sv=YE\iff v=S^{-1}(YE-T^\dagger u).$$

By hand, one moves $T^\dagger u$ to the right and multiplies by $S^{-1}$; multiplying by $S$ leads back. The line `hd` records that $\det S\neq0$, so that $S$ is invertible. In the first direction, `rw [← h]` replaces $YE$ by $T^\dagger u+Sv$, the terms $T^\dagger u$ cancel, and $S^{-1}S=1$ leaves $v$. The second direction inserts the formula for $v$ and uses $SS^{-1}=1$.

```lean
/-- Elimination of the shells: for a positive definite shell block, the coupled equations of
cores and shells in a field `E`, with a further force `F` on the cores, are equivalent to a
core equation with effective stiffness and effective charge, together with the shell
displacements that follow from it. -/
theorem shell_elimination {S : Matrix m m ℂ} (hS : S.PosDef) (R : Matrix n n ℂ)
    (T : Matrix n m ℂ) (X : Matrix n p ℂ) (Y : Matrix m p ℂ)
    (u F : n → ℂ) (v : m → ℂ) (E : p → ℂ) :
    (R *ᵥ u + T *ᵥ v = X *ᵥ E + F ∧ Tᴴ *ᵥ u + S *ᵥ v = Y *ᵥ E) ↔
      (effStiffness R T S *ᵥ u = effCharge T S X Y *ᵥ E + F ∧
        v = S⁻¹ *ᵥ (Y *ᵥ E - Tᴴ *ᵥ u)) := by
  rw [shell_balance hS]
  refine and_congr_left fun h => ?_
  -- the force that the displaced shells exert on the cores
  have e : T *ᵥ v = (T * S⁻¹ * Y) *ᵥ E - (T * S⁻¹ * Tᴴ) *ᵥ u := by
    rw [h]
    simp only [mulVec_sub, mulVec_mulVec, Matrix.mul_assoc]
  rw [e, effStiffness, effCharge, sub_mulVec, sub_mulVec]
  constructor <;> intro h' <;> linear_combination (norm := module) h'
```

The two equations on the left of `↔` are the force balances of cores and shells, and $F$ is a further force on the cores. For vibrations at squared frequency $w$ one takes $F=wMu$, the inertial term. The theorem says that the pair is equivalent to

$$R_{\rm eff}\,u=ZE+F,\qquad v=S^{-1}(YE-T^\dagger u).$$

By hand, the solution for $v$ gives

$$Tv=TS^{-1}YE-TS^{-1}T^\dagger u.$$

Inserted in $Ru+Tv=XE+F$, this yields

$$(R-TS^{-1}T^\dagger)u=(X-TS^{-1}Y)E+F.$$

Every step can be reversed, so no solution is lost or added.

In the proof, `shell_balance` rewrites the shell equation. Both sides then share the same formula for $v$, and `and_congr_left` allows it to be assumed while the core equations are compared. The line `e` is the expression for $Tv$ above, and `linear_combination` moves the terms across the equals sign.

```lean
/-- When the shells, with positive definite block `S`, are in force balance, the dipole moment
is the adjoint of the effective charge acting on the core displacements plus the
polarizability acting on the field. -/
theorem dipole_moment {S : Matrix m m ℂ} (hS : S.PosDef) (T : Matrix n m ℂ)
    (X : Matrix n p ℂ) (Y : Matrix m p ℂ) (u : n → ℂ) (v : m → ℂ) (E : p → ℂ)
    (h : Tᴴ *ᵥ u + S *ᵥ v = Y *ᵥ E) :
    Xᴴ *ᵥ u + Yᴴ *ᵥ v = (effCharge T S X Y)ᴴ *ᵥ u + polarizability S Y *ᵥ E := by
  have hz : (effCharge T S X Y)ᴴ = Xᴴ - Yᴴ * S⁻¹ * Tᴴ := by
    rw [effCharge, conjTranspose_sub, conjTranspose_mul, conjTranspose_mul,
      conjTranspose_nonsing_inv, hS.isHermitian.eq, Matrix.mul_assoc]
  rw [hz, polarizability, (shell_balance hS T Y u v E).1 h]
  simp only [sub_mulVec, mulVec_sub, mulVec_mulVec, Matrix.mul_assoc]
  abel
```

The dipole moment of the displaced charges is $X^\dagger u+Y^\dagger v$. If the shells are in force balance, which is the hypothesis `h`, it equals $Z^\dagger u+\alpha E$. The matrix that turns the field into forces on the cores therefore also gives, through its adjoint, the dipole moment that the core displacements produce. With $u=0$ only $\alpha E$ remains, so $\alpha$ is the polarizability at fixed cores.

By hand,

$$Y^\dagger v=Y^\dagger S^{-1}YE-Y^\dagger S^{-1}T^\dagger u .$$

Since $S$ is Hermitian, so is $S^{-1}$, and $Z^\dagger=X^\dagger-Y^\dagger S^{-1}T^\dagger$. Adding $X^\dagger u$ gives the result. The line `hz` is this formula for $Z^\dagger$; the rest inserts $v$, multiplies out and reorders the sum with `abel`.

## Frequencies from the cores alone

```lean
/-- Secular determinant of the shell model: for a positive definite shell block and massless
shells it is `det S` times the secular determinant of the cores with their effective
stiffness, at every squared frequency `w`. -/
theorem secular_det [DecidableEq n] {S : Matrix m m ℂ} (hS : S.PosDef) (R M : Matrix n n ℂ)
    (T : Matrix n m ℂ) (w : ℂ) :
    (shellBlock R T S - w • coreMass m M).det
      = S.det * (effStiffness R T S - w • M).det := by
  let : Invertible S := S.invertibleOfIsUnitDet (isUnit_iff_ne_zero.mpr hS.det_pos.ne')
  -- the frequency enters the core block only
  have hb : shellBlock R T S - w • coreMass m M = fromBlocks (R - w • M) T Tᴴ S := by
    ext i j
    rcases i with i | i <;> rcases j with j | j <;> simp [shellBlock, coreMass]
  have hc : R - w • M - T * S⁻¹ * Tᴴ = effStiffness R T S - w • M :=
    sub_right_comm _ _ _
  rw [hb, det_fromBlocks₂₂, invOf_eq_nonsing_inv, hc]
```

The symbol `•` multiplies a matrix by a number. The theorem states, for every complex $w$,

$$\det\left[\begin{pmatrix}R&T\\T^\dagger&S\end{pmatrix}-w\begin{pmatrix}M&0\\0&0\end{pmatrix}\right]=\det S\;\det(R_{\rm eff}-wM).$$

By hand, set $A=R-wM$. Because the shells are massless, $w$ appears in this block only, and the matrix factorizes as

$$\begin{pmatrix}A&T\\T^\dagger&S\end{pmatrix}=\begin{pmatrix}1&TS^{-1}\\0&1\end{pmatrix}\begin{pmatrix}A-TS^{-1}T^\dagger&0\\T^\dagger&S\end{pmatrix}.$$

The first factor has determinant 1. The second is block triangular, with determinant $\det(A-TS^{-1}T^\dagger)\det S$.

The line `hb` checks, block by block, that $w$ enters the core block only. The factorization is contained in Mathlib's `det_fromBlocks₂₂`, and `hc` changes the order of the two subtractions. If $M$ is invertible, as for cores that all have mass, the right-hand side is a polynomial in $w$ whose degree is the number of core coordinates, so the shells can change the frequencies but add no branches.

```lean
/-- For a positive definite shell block, the secular determinant of the shell model vanishes
at `w` exactly when the cores alone, with their effective stiffness, have a nonzero
vibration pattern of squared frequency `w`. -/
theorem mode_iff [DecidableEq n] {S : Matrix m m ℂ} (hS : S.PosDef) (R M : Matrix n n ℂ)
    (T : Matrix n m ℂ) (w : ℂ) :
    (shellBlock R T S - w • coreMass m M).det = 0 ↔
      ∃ u : n → ℂ, u ≠ 0 ∧ effStiffness R T S *ᵥ u = (w • M) *ᵥ u := by
  rw [secular_det hS, mul_eq_zero, or_iff_right hS.det_pos.ne', ← exists_mulVec_eq_zero_iff]
  simp only [sub_mulVec, sub_eq_zero]
```

The full secular determinant vanishes at $w$ exactly when some $u\neq0$ satisfies $R_{\rm eff}u=wMu$. The symbol `∃` reads "there is". By hand, $\det S\neq0$, so the product in `secular_det` vanishes only through its second factor, and a square matrix has determinant zero exactly when it sends some nonzero vector to zero. The `rw` line follows these steps in this order, and the last line turns $(R_{\rm eff}-wM)u=0$ into the stated equation.

The number $w$ may be complex here, and nothing is assumed about $M$. Stability of the lattice, which requires every such $w$ to be real and non-negative, is a separate question.

## The energy after the shells have relaxed

```lean
/-- Completing the square: for a positive definite shell block, the quadratic form of the
shell model is that of the effective stiffness plus a shell term in the deviation of the
shells from force balance without field. -/
theorem energy_split {S : Matrix m m ℂ} (hS : S.PosDef) (R : Matrix n n ℂ)
    (T : Matrix n m ℂ) (u : n → ℂ) (v : m → ℂ) :
    star (Sum.elim u v) ⬝ᵥ (shellBlock R T S *ᵥ Sum.elim u v)
      = star u ⬝ᵥ (effStiffness R T S *ᵥ u)
        + star (v + S⁻¹ *ᵥ (Tᴴ *ᵥ u)) ⬝ᵥ (S *ᵥ (v + S⁻¹ *ᵥ (Tᴴ *ᵥ u))) := by
  let : Invertible S := S.invertibleOfIsUnitDet (isUnit_iff_ne_zero.mpr hS.det_pos.ne')
  have h := schur_complement_eq₂₂ R T u v hS.isHermitian
  simp only [← dotProduct_mulVec] at h
  rw [shellBlock, effStiffness, h, mulVec_mulVec, add_comm v, add_comm]
```

`Sum.elim u v` joins $u$ and $v$ into one displacement vector, and `star u ⬝ᵥ (A *ᵥ u)` is $u^\dagger Au$. For real displacements and real force constants this form is twice the potential energy. Let $d=v+S^{-1}T^\dagger u$ be the deviation of the shells from their balance position without field. The theorem states

$$u^\dagger Ru+u^\dagger Tv+v^\dagger T^\dagger u+v^\dagger Sv=u^\dagger R_{\rm eff}u+d^\dagger Sd.$$

To verify it, expand the last term:

$$d^\dagger Sd=(v^\dagger+u^\dagger TS^{-1})(Sv+T^\dagger u)=v^\dagger Sv+v^\dagger T^\dagger u+u^\dagger Tv+u^\dagger TS^{-1}T^\dagger u.$$

The last product cancels the softening term in $u^\dagger R_{\rm eff}u$. Mathlib has this identity as `schur_complement_eq₂₂`, and the remaining lines bring it into the present notation.

```lean
/-- For a positive definite shell block, the quadratic form of the effective stiffness is the
minimum of the full quadratic form over the shell displacements, reached only when the shells
are in force balance without field. -/
theorem energy_minimum {S : Matrix m m ℂ} (hS : S.PosDef) (R : Matrix n n ℂ)
    (T : Matrix n m ℂ) (u : n → ℂ) (v : m → ℂ) :
    star u ⬝ᵥ (effStiffness R T S *ᵥ u)
        ≤ star (Sum.elim u v) ⬝ᵥ (shellBlock R T S *ᵥ Sum.elim u v) ∧
      (star (Sum.elim u v) ⬝ᵥ (shellBlock R T S *ᵥ Sum.elim u v)
          = star u ⬝ᵥ (effStiffness R T S *ᵥ u) ↔ v = -(S⁻¹ *ᵥ (Tᴴ *ᵥ u))) := by
  rw [energy_split hS, eq_neg_iff_add_eq_zero]
  refine ⟨le_add_of_nonneg_right (hS.posSemidef.dotProduct_mulVec_nonneg _), ?_⟩
  rw [add_eq_left]
  constructor
  · intro h
    by_contra hy
    exact (hS.dotProduct_mulVec_pos hy).ne' h
  · intro h
    rw [h]
    simp
```

The first half of the claim says that the full quadratic form is never below $u^\dagger R_{\rm eff}u$. The second half says that the two are equal exactly when $v=-S^{-1}T^\dagger u$. Thus the effective form is the minimum over all shell displacements, and it is reached at one point only. For a Hermitian $R$ both sides are real and the inequality is the ordinary one.

By hand, $d^\dagger Sd\ge0$, with equality only for $d=0$, because $S$ is positive definite. Lean proves the "only" by contradiction: `by_contra` supposes $d\neq0$, and then $d^\dagger Sd$ would be strictly positive.

In a simulation that relaxes massless shells at every step, the cores move on the energy minimized over the shells; for harmonic forces, finitely many coordinates and no field, that energy is the one given by $R_{\rm eff}$.

## One core and one shell on a line

```lean
/-- One core and one shell on a line, with core-shell spring `k`, shell-lattice spring `r`,
`k + r ≠ 0`, and charges `X`, `Y`: the effective stiffness is `kr/(k+r)`, the effective charge
`X + Y - Yr/(k+r)` and the polarizability `Y²/(k+r)`. -/
theorem scalar_shell (k r X Y : ℝ) (h : k + r ≠ 0) :
    effStiffness !![(k : ℂ)] !![-(k : ℂ)] !![(k + r : ℂ)] = !![(k * r / (k + r) : ℂ)] ∧
    effCharge !![-(k : ℂ)] !![(k + r : ℂ)] !![(X : ℂ)] !![(Y : ℂ)]
      = !![(X + Y - Y * r / (k + r) : ℂ)] ∧
    polarizability !![(k + r : ℂ)] !![(Y : ℂ)] = !![(Y ^ 2 / (k + r) : ℂ)] := by
  have hc : (k + r : ℂ) ≠ 0 := by exact_mod_cast h
  have hq : (k + r : ℂ) * (k + r : ℂ)⁻¹ = 1 := mul_inv_cancel₀ hc
  have hi : (!![(k + r : ℂ)])⁻¹ = !![(k + r : ℂ)⁻¹] := by
    apply Matrix.inv_eq_right_inv
    ext i j
    fin_cases i
    fin_cases j
    simp [Matrix.mul_apply, hc]
  refine ⟨?_, ?_, ?_⟩
  · have ht : (!![-(k : ℂ)])ᴴ = !![-(k : ℂ)] := by
      ext i j
      fin_cases i
      fin_cases j
      simp [Matrix.conjTranspose_apply]
    rw [effStiffness, hi, ht]
    ext i j
    fin_cases i
    fin_cases j
    simp
    linear_combination (-(k : ℂ)) * hq
  · rw [effCharge, hi]
    ext i j
    fin_cases i
    fin_cases j
    simp
    linear_combination (Y : ℂ) * hq
  · rw [polarizability, hi]
    ext i j
    fin_cases i
    fin_cases j
    simp [Matrix.mul_apply]
    ring

end

end ShellModel
```

A spring $k$ joins the core to its shell, and a spring $r$ joins the shell to a lattice held fixed. The potential energy $\tfrac12k(u-v)^2+\tfrac12rv^2$ gives $R=k$, $T=-k$ and $S=k+r$. The notation `!![...]` writes a matrix by its entries, here with a single one, and `(k : ℂ)` is the real number $k$ read as a complex one. Inserting these values in the general definitions gives

$$R_{\rm eff}=k-\frac{k^2}{k+r}=\frac{kr}{k+r},$$

$$Z=X+\frac{kY}{k+r}=X+Y-\frac{Yr}{k+r},\qquad \alpha=\frac{Y^2}{k+r}.$$

The stiffness is that of two springs in series. The charge is the total charge $X+Y$ minus the part $Yr/(k+r)$ of the shell charge, because the spring $r$ holds the shell back. For positive springs and a negative shell charge, $Z$ therefore lies above $X+Y$. For $r=0$ and $k\neq0$ the shell follows the core rigidly when there is no field, and the effective charge is the total charge $X+Y$.

The formulas require only $k+r\neq0$; the earlier theorems apply to this model when $k+r>0$. In the proof, `hi` computes the inverse of the one-by-one matrix, and `fin_cases` reduces each matrix equation to its single entry. The first two formulas then follow from `hq`, which states $(k+r)(k+r)^{-1}=1$, and the third by `ring`.

```lean
#print axioms ShellModel.shell_elimination
#print axioms ShellModel.mode_iff
#print axioms ShellModel.energy_minimum
#print axioms ShellModel.scalar_shell
```

```
'ShellModel.shell_elimination' depends on axioms: [propext, Classical.choice, Quot.sound]
'ShellModel.mode_iff' depends on axioms: [propext, Classical.choice, Quot.sound]
'ShellModel.energy_minimum' depends on axioms: [propext, Classical.choice, Quot.sound]
'ShellModel.scalar_shell' depends on axioms: [propext, Classical.choice, Quot.sound]
```
